# On a ring of N = 4n + 2 sites, every level -2t cos(2πk/N) occurs with k between -n and 3n + 1

A finite ring of N = 4n + 2 sites has Bloch waves labelled by an integer k, with levels -2t cos(2πk/N); this formula is taken as the definition, not derived from a Hamiltonian, and t is any real number. The theorem says that for every integer k there is an integer r with -n ≤ r ≤ 3n + 1 whose level is the same, so N consecutive labels give all the levels. The attempt first proves, as `hp`, that adding a multiple of N to the label leaves the level unchanged, since the angle grows by whole turns. It then takes for r the remainder of k + n on division by N, less n, and uses `hp` to match the two levels.

Lean 4 with Mathlib refuses this proof:

```lean
import Mathlib

open Filter Topology
open scoped Real

namespace PeriodicRingGap

noncomputable section

/-- The phase advance per site, `2πk/N`, of the Bloch wave `k` on a ring of `N = 4n + 2` sites. -/
def blochAngle (n : ℕ) (k : ℤ) : ℝ := 2 * π * k / (4 * n + 2)

/-- The ring level `-2t cos(2πk/N)` with `N = 4n + 2`. -/
def ringLevel (t : ℝ) (n : ℕ) (k : ℤ) : ℝ := -2 * t * Real.cos (blochAngle n k)

/-- Every level equals one with `k` in the window `-n ≤ k ≤ 3n + 1`. -/
theorem ringLevel_zone (t : ℝ) (n : ℕ) (k : ℤ) :
    ∃ r : ℤ, -(n : ℤ) ≤ r ∧ r ≤ 3 * n + 1 ∧ ringLevel t n k = ringLevel t n r := by
  have hN : (4 * (n : ℝ) + 2) ≠ 0 := by positivity
  have hp : ∀ r q : ℤ, ringLevel t n (r + (4 * n + 2) * q) = ringLevel t n r := by
    intro r q
    have h : blochAngle n (r + (4 * n + 2) * q) = blochAngle n r + q * (2 * π) := by
      unfold blochAngle
      push_cast
      rw [div_eq_iff hN, add_mul, div_mul_cancel₀ _ hN]
      ring
    unfold ringLevel
    rw [h, Real.cos_add_int_mul_two_pi]
  have h1 := Int.emod_nonneg (k + n) (show (4 * (n : ℤ) + 2) ≠ 0 by omega)
  have h2 := Int.emod_lt_of_pos (k + n) (show 0 < (4 * (n : ℤ) + 2) by omega)
  refine ⟨(k + n) % (4 * n + 2) - n, by linarith, by linarith, ?_⟩
  rw [← hp _ ((k + n) / (4 * n + 2))]
  congr 1
  rw [Int.emod_def]
  ring

end

end PeriodicRingGap
```

Compiling this gives:

```
Main.lean:25:34: error: Tactic `rewrite` failed: Did not find an occurrence of the pattern
  ?m.125 / (4 * ↑n + 2) * (4 * ↑n + 2)
in the target expression
  2 * π * (↑r + (4 * ↑n * ↑q + 2 * ↑q)) = (2 * π * ↑r / (4 * ↑n + 2) + ↑q * (2 * π)) * (4 * ↑n + 2)

t : ℝ
n : ℕ
k : ℤ
hN : 4 * ↑n + 2 ≠ 0
r q : ℤ
⊢ 2 * π * (↑r + (4 * ↑n * ↑q + 2 * ↑q)) = (2 * π * ↑r / (4 * ↑n + 2) + ↑q * (2 * π)) * (4 * ↑n + 2)
Try this:
  [apply] ring_nf
  
  The `ring` tactic failed to close the goal. Use `ring_nf` to obtain a normal form.
    
  Note that `ring` works primarily in *commutative* rings. If you have a noncommutative ring, abelian group or module, consider using `noncomm_ring`, `abel` or `module` instead.
Main.lean:18:81: error: unsolved goals
case e_k
t : ℝ
n : ℕ
k : ℤ
hN : 4 * ↑n + 2 ≠ 0
hp : ∀ (r q : ℤ), ringLevel t n (r + (4 * ↑n + 2) * q) = ringLevel t n r
h1 : 0 ≤ (k + ↑n) % (4 * ↑n + 2)
h2 : (k + ↑n) % (4 * ↑n + 2) < 4 * ↑n + 2
⊢ k + ↑n * ((k + ↑n) / (2 + ↑n * 4)) * 4 + (k + ↑n) / (2 + ↑n * 4) * 2 =
    k - ↑n * ((k + ↑n) / (2 + ↑n * 4)) * 4 - (k + ↑n) / (2 + ↑n * 4) * 2
```

Cause. Both errors come from a rewrite that acted on the wrong place.

In the first, `add_mul` was meant to expand the product on the right, but it took the first match, `(4 * n + 2) * q` on the left. The right side stayed unexpanded, so `div_mul_cancel₀` found no quotient multiplied directly by its denominator. The repair states that cancellation separately as `hc`, and `linear_combination -hc` does the remaining algebra wherever the terms stand.

In the second, `rw [← hp _ ...]` left the label open, and Lean filled it with `k` from the left side. The multiple of N was thus added to `k` instead of to the window value. After `congr 1`, `ring` faced an equation with the same multiple added on one side and subtracted on the other, which is false unless the quotient is zero. The repair proves in `hk` that `k` is the window value plus that multiple; `congrArg` carries this over to the levels, and `hp` removes the multiple. The added comment is mere tidying.

As a diff, the version that Lean accepts:

```diff
@@ -23,6 +23,7 @@
       unfold blochAngle
       push_cast
-      rw [div_eq_iff hN, add_mul, div_mul_cancel₀ _ hN]
-      ring
+      have hc := div_mul_cancel₀ (2 * π * (r : ℝ)) hN
+      rw [div_eq_iff hN]
+      linear_combination -hc
     unfold ringLevel
     rw [h, Real.cos_add_int_mul_two_pi]
@@ -30,8 +31,9 @@
   have h2 := Int.emod_lt_of_pos (k + n) (show 0 < (4 * (n : ℤ) + 2) by omega)
   refine ⟨(k + n) % (4 * n + 2) - n, by linarith, by linarith, ?_⟩
-  rw [← hp _ ((k + n) / (4 * n + 2))]
-  congr 1
-  rw [Int.emod_def]
-  ring
+  -- division with remainder splits `k` into a window value and full turns
+  have hk : k = ((k + n) % (4 * n + 2) - n) + (4 * n + 2) * ((k + n) / (4 * n + 2)) := by
+    rw [Int.emod_def]
+    ring
+  exact (congrArg (ringLevel t n) hk).trans (hp _ _)
 
 end
```
